# Counting spin-coupling paths by the total spin reached after the first coupling

A finite list of spins is coupled one after another to a starting spin, and a path records the total spin after each coupling; all spins are doubled, so that they are natural numbers. The lemma says that the number of paths from `a` to final spin `m`, when `d` is coupled first and then the spins in `ds`, is the sum, over each total spin `b` that the triangle and parity rules allow for `a` and `d`, of the number of paths from `b` to `m` through `ds`. This is a statement about counting paths, with no Hamiltonian or state vectors in it. The proof writes the set of paths as a union over `b`, and needs two facts: putting `b` at the head of each path keeps their number, and the sets for different `b` are disjoint because their paths have different first entries.

The first attempt, which Lean rejects:

```lean
import Mathlib

open Finset

namespace MixedSpinBranching

noncomputable section

/-- Doubled total spins `c` obtained by coupling doubled spins `a` and `d`:
the triangle rule `|a - d| ≤ c ≤ a + d` with `a + d + c` even. -/
def allowed (a d : ℕ) : Finset ℕ :=
  (range (a + d + 1)).filter (fun c => a ≤ c + d ∧ d ≤ c + a ∧ (a + d + c) % 2 = 0)

/-- Coupling paths from doubled spin `a` to doubled spin `m` when the listed spins are
coupled one after another; a path records the total spin after each coupling. -/
def paths : ℕ → List ℕ → ℕ → Finset (List ℕ)
  | a, [], m => if a = m then {[]} else ∅
  | a, d :: ds, m => (allowed a d).biUnion (fun b => (paths b ds m).image (List.cons b))

/-- Branching rule: the paths are counted by summing over the total spin reached after
the first coupling. -/
theorem card_paths_cons (a d : ℕ) (ds : List ℕ) (m : ℕ) :
    (paths a (d :: ds) m).card = ∑ b ∈ allowed a d, (paths b ds m).card := by
  rw [paths, card_biUnion]
  · exact sum_congr rfl fun b _ => card_image_of_injective _ (fun _ _ h => (List.cons.inj h).2)
  · intro b _ c _ hbc
    rw [Finset.disjoint_left]
    intro p hp hq
    obtain ⟨u, _, rfl⟩ := mem_image.mp hp
    obtain ⟨v, _, hv⟩ := mem_image.mp hq
    exact hbc (List.cons.inj hv).1.symm

end

end MixedSpinBranching
```

Messages:

```
Main.lean:27:8: error: Tactic `rewrite` failed: Did not find an occurrence of the pattern
  Disjoint ?m.60 ?m.61
in the target expression
  Function.onFun Disjoint (fun b => image (List.cons b) (paths b ds m)) b c

a d : ℕ
ds : List ℕ
m b : ℕ
a✝¹ : b ∈ ↑(allowed a d)
c : ℕ
a✝ : c ∈ ↑(allowed a d)
hbc : b ≠ c
⊢ Function.onFun Disjoint (fun b => image (List.cons b) (paths b ds m)) b c
```

Diagnosis. The error is in the proof of disjointness. After `intro`, the goal that comes from `card_biUnion` reads `Function.onFun Disjoint (fun b => ...) b c`. By definition this means that the sets of paths for `b` and `c` are disjoint, but it is not written as `Disjoint` applied to two sets. `rw [Finset.disjoint_left]` looks for that written form, `Disjoint ?m.60 ?m.61`, and does not unfold `Function.onFun` to find it, so the rewrite fails.

The `change` line restates the goal as `Disjoint` of the two image sets, which Lean accepts because the two forms are equal by definition. `refine Finset.disjoint_left.mpr ?_` then uses the same lemma as before, now by applying it and not by rewriting, and leaves the goal that no path lies in both sets. With the goal restated, the form that `rw` was looking for is there, so the move from `rw` to `refine` is a change of style. The rest of the proof is unchanged.

As a diff, the version that Lean accepts:

```diff
@@ -25,5 +25,6 @@
   · exact sum_congr rfl fun b _ => card_image_of_injective _ (fun _ _ h => (List.cons.inj h).2)
   · intro b _ c _ hbc
-    rw [Finset.disjoint_left]
+    change Disjoint ((paths b ds m).image (List.cons b)) ((paths c ds m).image (List.cons c))
+    refine Finset.disjoint_left.mpr ?_
     intro p hp hq
     obtain ⟨u, _, rfl⟩ := mem_image.mp hp
```
